# The natural cubic spline on knots 0, 1, 2, 3 is convex exactly when neither second difference exceeds four times the other

Let $s$ be the natural cubic spline through $y_0,\dots,y_3$ at the knots $0,1,2,3$, and let $d_0=y_0-2y_1+y_2$ and $d_1=y_1-2y_2+y_3$; then $s$ is convex on $[0,3]$ if and only if $d_0\le 4d_1$ and $d_1\le 4d_0$. Convex data, with $d_0$ and $d_1$ both positive, can therefore have a spline that is not convex.

In Lean 4 with Mathlib:

```lean
import Mathlib

open Set Filter Topology

namespace NaturalSplineConvexity

noncomputable section

/-- The function `s`, with slope `v` and curvature `m`, is a natural cubic spline through the
values `y 0, ..., y n` at the knots `0, ..., n`: it is twice differentiable, cubic between
neighbouring knots, and has zero curvature at the two end knots. -/
structure IsNaturalSpline (n : ℕ) (y : ℕ → ℝ) (s v m : ℝ → ℝ) : Prop where
  slope : ∀ x, HasDerivAt s (v x) x
  curvature : ∀ x, HasDerivAt v (m x) x
  cubic : ∀ k < n, ∃ a b c e : ℝ, ∀ x ∈ Icc (k : ℝ) (k + 1),
    s x = a + b * x + c * x ^ 2 + e * x ^ 3
  left_end : m 0 = 0
  right_end : m n = 0
  interp : ∀ k ≤ n, s k = y k

/-- The second difference of the data, centred at knot `k + 1`. -/
def secondDiff (y : ℕ → ℝ) (k : ℕ) : ℝ := y k - 2 * y (k + 1) + y (k + 2)

/-- Two differentiable functions that agree on an interval have the same derivative there,
end points included. -/
theorem deriv_eq_on_piece {f g f' g' : ℝ → ℝ} {a b : ℝ} (hab : a < b)
    (h : ∀ x ∈ Icc a b, f x = g x) (hf : ∀ x, HasDerivAt f (f' x) x)
    (hg : ∀ x, HasDerivAt g (g' x) x) : ∀ x ∈ Icc a b, f' x = g' x := fun x hx =>
  (uniqueDiffOn_Icc hab x hx).eq_deriv _ (hf x).hasDerivWithinAt
    ((hg x).hasDerivWithinAt.congr h (h x hx))

/-- Between neighbouring knots the curvature is the linear interpolant of its knot values, and
the slopes at the two knots are fixed by the knot values of the spline and of its curvature. -/
theorem piece_formulas {n : ℕ} {y : ℕ → ℝ} {s v m : ℝ → ℝ} (h : IsNaturalSpline n y s v m)
    {k : ℕ} (hk : k < n) :
    (∀ x ∈ Icc (k : ℝ) (k + 1), m x = (k + 1 - x) * m k + (x - k) * m (k + 1)) ∧
    v k = s (k + 1) - s k - m k / 3 - m (k + 1) / 6 ∧
    v (k + 1) = s (k + 1) - s k + m k / 6 + m (k + 1) / 3 := by
  obtain ⟨a, b, c, e, hs⟩ := h.cubic k hk
  have hlt : (k : ℝ) < k + 1 := by linarith
  -- differentiate the cubic piece twice
  have hv := deriv_eq_on_piece (g' := fun x => b + 2 * c * x + 3 * e * x ^ 2) hlt hs h.slope
    (fun x => (((((hasDerivAt_id' x).const_mul b).const_add a).fun_add
      ((hasDerivAt_pow 2 x).const_mul c)).fun_add
      ((hasDerivAt_pow 3 x).const_mul e)).congr_deriv (by norm_num; ring))
  have hm := deriv_eq_on_piece (g' := fun x => 2 * c + 6 * e * x) hlt hv h.curvature
    (fun x => ((((hasDerivAt_id' x).const_mul (2 * c)).const_add b).fun_add
      ((hasDerivAt_pow 2 x).const_mul (3 * e))).congr_deriv (by norm_num; ring))
  have l : (k : ℝ) ∈ Icc (k : ℝ) (k + 1) := ⟨le_rfl, hlt.le⟩
  have r : (k : ℝ) + 1 ∈ Icc (k : ℝ) (k + 1) := ⟨hlt.le, le_rfl⟩
  refine ⟨fun x hx => ?_, ?_, ?_⟩
  · rw [hm x hx, hm _ l, hm _ r]; ring
  · rw [hv _ l, hs _ l, hs _ r, hm _ l, hm _ r]; ring
  · rw [hv _ r, hs _ l, hs _ r, hm _ l, hm _ r]; ring

/-- Three-moment equation: the curvatures at three successive knots are tied to the second
difference of the data. -/
theorem three_moment {n : ℕ} {y : ℕ → ℝ} {s v m : ℝ → ℝ} (h : IsNaturalSpline n y s v m)
    {k : ℕ} (hk : k + 2 ≤ n) :
    m k + 4 * m (k + 1) + m (k + 2) = 6 * secondDiff y k := by
  obtain ⟨-, -, h1⟩ := piece_formulas h (show k < n by omega)
  obtain ⟨-, h2, -⟩ := piece_formulas h (show k + 1 < n by omega)
  have e1 : ((k + 1 : ℕ) : ℝ) = k + 1 := by norm_num
  have e2 : ((k + 1 : ℕ) : ℝ) + 1 = k + 2 := by rw [e1]; ring
  have e3 : ((k + 2 : ℕ) : ℝ) = k + 2 := by norm_num
  rw [e2, e1] at h2
  have y0 := h.interp k (by omega)
  have y1 := h.interp (k + 1) (by omega)
  have y2 := h.interp (k + 2) hk
  rw [e1] at y1
  rw [e3] at y2
  -- the slope at the middle knot is the same from both sides
  rw [y0, y1] at h1
  rw [y1, y2] at h2
  unfold secondDiff
  linarith

/-- A natural cubic spline with knots 0, ..., n is convex on [0, n] exactly when its curvature is
nonnegative at every knot. -/
theorem convex_iff_knot_curvature {n : ℕ} {y : ℕ → ℝ} {s v m : ℝ → ℝ}
    (h : IsNaturalSpline n y s v m) :
    ConvexOn ℝ (Icc (0 : ℝ) n) s ↔ ∀ k : ℕ, k ≤ n → 0 ≤ m k := by
  constructor
  · intro hc k hk
    rcases Nat.eq_zero_or_pos n with rfl | hn
    · obtain rfl : k = 0 := by omega
      simp [h.left_end]
    -- the slope of a convex function increases
    have hmono : MonotoneOn v (Icc (0 : ℝ) n) := by
      intro a ha b hb hab
      rcases hab.eq_or_lt with rfl | hlt
      · exact le_rfl
      · exact (hc.le_slope_of_hasDerivAt ha hb hlt (h.slope a)).trans
          (hc.slope_le_of_hasDerivAt ha hb hlt (h.slope b))
    have hn' : (0 : ℝ) < n := by exact_mod_cast hn
    have hkm : (k : ℝ) ∈ Icc (0 : ℝ) n := ⟨Nat.cast_nonneg k, by exact_mod_cast hk⟩
    rw [← (h.curvature k).hasDerivWithinAt.derivWithin (uniqueDiffOn_Icc hn' _ hkm)]
    exact hmono.derivWithin_nonneg
  · intro hm
    refine convexOn_of_hasDerivWithinAt2_nonneg (convex_Icc _ _)
      (fun x _ => (h.slope x).continuousAt.continuousWithinAt)
      (fun x _ => (h.slope x).hasDerivWithinAt)
      (fun x _ => (h.curvature x).hasDerivWithinAt) ?_
    intro x hx
    rw [interior_Icc] at hx
    -- locate x between two knots and interpolate the curvature
    have hk : ⌊x⌋₊ < n := (Nat.floor_lt hx.1.le).2 hx.2
    have h1 := Nat.floor_le hx.1.le
    have h2 := Nat.lt_floor_add_one x
    rw [(piece_formulas h hk).1 x ⟨h1, h2.le⟩]
    have m1 := hm (⌊x⌋₊ + 1) hk
    rw [Nat.cast_add, Nat.cast_one] at m1
    exact add_nonneg (mul_nonneg (by linarith) (hm _ hk.le)) (mul_nonneg (by linarith) m1)

/-- The natural cubic spline through four values at the knots 0, 1, 2, 3 is convex on [0, 3]
exactly when neither second difference of the data exceeds four times the other. -/
theorem convex_iff_secondDiff {y : ℕ → ℝ} {s v m : ℝ → ℝ} (h : IsNaturalSpline 3 y s v m) :
    ConvexOn ℝ (Icc (0 : ℝ) 3) s ↔
      secondDiff y 0 ≤ 4 * secondDiff y 1 ∧ secondDiff y 1 ≤ 4 * secondDiff y 0 := by
  have hc := convex_iff_knot_curvature h
  rw [show ((3 : ℕ) : ℝ) = 3 by norm_num] at hc
  have m0 := h.left_end
  have m3 : m 3 = 0 := by simpa using h.right_end
  have e1 : 4 * m 1 + m 2 = 6 * secondDiff y 0 := by
    have := three_moment h (k := 0) (by norm_num)
    norm_num [m0] at this
    linarith
  have e2 : m 1 + 4 * m 2 = 6 * secondDiff y 1 := by
    have := three_moment h (k := 1) (by norm_num)
    norm_num [m3] at this
    linarith
  rw [hc]
  constructor
  · intro H
    have p1 : 0 ≤ m 1 := by simpa using H 1 (by norm_num)
    have p2 : 0 ≤ m 2 := by simpa using H 2 (by norm_num)
    constructor <;> linarith
  · rintro ⟨q1, q2⟩ k hk
    have p1 : 0 ≤ m 1 := by linarith
    have p2 : 0 ≤ m 2 := by linarith
    interval_cases k <;> push_cast <;> linarith

/-- The kernel `|x - a|³`, written as a square times an absolute value. -/
def absCube (a x : ℝ) : ℝ := (x - a) ^ 2 * |x - a|

/-- The curvature at knot 1 computed from four data values. -/
def curv₁ (y : ℕ → ℝ) : ℝ := 2 * (4 * secondDiff y 0 - secondDiff y 1) / 5

/-- The curvature at knot 2 computed from four data values. -/
def curv₂ (y : ℕ → ℝ) : ℝ := 2 * (4 * secondDiff y 1 - secondDiff y 0) / 5

/-- An explicit interpolant of four values: a straight line plus one cubic kernel per knot. -/
def fourKnotSpline (y : ℕ → ℝ) (x : ℝ) : ℝ :=
  (y 0 - curv₁ y / 2 - curv₂ y) + (y 3 - y 0 - curv₁ y / 2 + curv₂ y / 2) / 3 * x +
    (curv₁ y * absCube 0 x + (curv₂ y - 2 * curv₁ y) * absCube 1 x +
      (curv₁ y - 2 * curv₂ y) * absCube 2 x + curv₂ y * absCube 3 x) / 12

/-- The function `(x - a)|x - a|` has derivative `2|x - a|` everywhere. -/
theorem hasDerivAt_mul_abs (a x : ℝ) :
    HasDerivAt (fun x : ℝ => (x - a) * |x - a|) (2 * |x - a|) x := by
  have key : ∀ u : ℝ, HasDerivAt (fun u : ℝ => u * |u|) (2 * |u|) u := by
    intro u
    rcases lt_trichotomy u 0 with hu | rfl | hu
    · exact ((hasDerivAt_id' u).fun_mul (hasDerivAt_abs_neg hu)).congr_deriv
        (by rw [abs_of_neg hu]; ring)
    · -- at the kink the difference quotient is |t|
      rw [abs_zero, mul_zero, hasDerivAt_iff_tendsto_slope_zero]
      have ht : Tendsto (fun t : ℝ => |t|) (𝓝[≠] 0) (𝓝 0) := by
        simpa using (continuous_abs.tendsto (0 : ℝ)).mono_left nhdsWithin_le_nhds
      refine ht.congr' ?_
      filter_upwards [self_mem_nhdsWithin] with t ht0
      have h0 : t ≠ 0 := ht0
      show |t| = t⁻¹ • ((0 + t) * |0 + t| - 0 * |(0 : ℝ)|)
      rw [zero_add, zero_mul, sub_zero, smul_eq_mul, inv_mul_cancel_left₀ h0]
    · exact ((hasDerivAt_id' u).fun_mul (hasDerivAt_abs_pos hu)).congr_deriv
        (by rw [abs_of_pos hu]; ring)
  exact HasDerivAt.comp_sub_const x a (key (x - a))

/-- Any four data values have a natural cubic spline, namely `fourKnotSpline`. -/
theorem isNaturalSpline_witness (y : ℕ → ℝ) :
    ∃ v m, IsNaturalSpline 3 y (fourKnotSpline y) v m := by
  have H : ∀ a x : ℝ, HasDerivAt (absCube a) (3 * ((x - a) * |x - a|)) x := by
    intro a x
    have e : absCube a = fun x => (x - a) * ((x - a) * |x - a|) := by
      funext x; unfold absCube; ring
    rw [e]
    exact (((hasDerivAt_id' x).sub_const a).fun_mul (hasDerivAt_mul_abs a x)).congr_deriv
      (by ring)
  -- between knots every |x - j| is a fixed sign times x - j
  have S : ∀ j k : ℕ, ∃ σ : ℝ, ∀ x ∈ Icc (k : ℝ) (k + 1), |x - j| = σ * (x - j) := by
    intro j k
    rcases Nat.lt_or_ge k j with hjk | hjk
    · have h1 : (k : ℝ) + 1 ≤ j := by exact_mod_cast hjk
      exact ⟨-1, fun x hx => by rw [abs_of_nonpos (by linarith [hx.2])]; ring⟩
    · have h1 : (j : ℝ) ≤ k := by exact_mod_cast hjk
      exact ⟨1, fun x hx => by rw [abs_of_nonneg (by linarith [hx.1])]; ring⟩
  refine ⟨fun x => (y 3 - y 0 - curv₁ y / 2 + curv₂ y / 2) / 3 +
      (curv₁ y * (3 * ((x - 0) * |x - 0|)) +
        (curv₂ y - 2 * curv₁ y) * (3 * ((x - 1) * |x - 1|)) +
        (curv₁ y - 2 * curv₂ y) * (3 * ((x - 2) * |x - 2|)) +
        curv₂ y * (3 * ((x - 3) * |x - 3|))) / 12,
    fun x => (curv₁ y * (3 * (2 * |x - 0|)) + (curv₂ y - 2 * curv₁ y) * (3 * (2 * |x - 1|)) +
      (curv₁ y - 2 * curv₂ y) * (3 * (2 * |x - 2|)) + curv₂ y * (3 * (2 * |x - 3|))) / 12,
    ?_, ?_, ?_, ?_, ?_, ?_⟩
  · intro x
    exact ((((hasDerivAt_id' x).const_mul _).const_add _).fun_add
      ((((((H 0 x).const_mul _).fun_add ((H 1 x).const_mul _)).fun_add
        ((H 2 x).const_mul _)).fun_add ((H 3 x).const_mul _)).div_const 12)).congr_deriv
      (by ring)
  · intro x
    have D := fun a : ℝ => (hasDerivAt_mul_abs a x).const_mul 3
    exact ((((((D 0).const_mul _).fun_add ((D 1).const_mul _)).fun_add
      ((D 2).const_mul _)).fun_add ((D 3).const_mul _)).div_const 12).const_add _
  · intro k _
    obtain ⟨p, hp⟩ := S 0 k
    obtain ⟨q, hq⟩ := S 1 k
    obtain ⟨r, hr⟩ := S 2 k
    obtain ⟨t, ht⟩ := S 3 k
    refine ⟨(y 0 - curv₁ y / 2 - curv₂ y) - ((curv₂ y - 2 * curv₁ y) * q +
        8 * ((curv₁ y - 2 * curv₂ y) * r) + 27 * (curv₂ y * t)) / 12,
      (y 3 - y 0 - curv₁ y / 2 + curv₂ y / 2) / 3 + (3 * ((curv₂ y - 2 * curv₁ y) * q) +
        12 * ((curv₁ y - 2 * curv₂ y) * r) + 27 * (curv₂ y * t)) / 12,
      -(3 * ((curv₂ y - 2 * curv₁ y) * q) + 6 * ((curv₁ y - 2 * curv₂ y) * r) +
        9 * (curv₂ y * t)) / 12,
      (curv₁ y * p + (curv₂ y - 2 * curv₁ y) * q + (curv₁ y - 2 * curv₂ y) * r +
        curv₂ y * t) / 12, fun x hx => ?_⟩
    have h0 : |x - 0| = p * (x - 0) := by exact_mod_cast hp x hx
    have h1 : |x - 1| = q * (x - 1) := by exact_mod_cast hq x hx
    have h2 : |x - 2| = r * (x - 2) := by exact_mod_cast hr x hx
    have h3 : |x - 3| = t * (x - 3) := by exact_mod_cast ht x hx
    simp only [fourKnotSpline, absCube, h0, h1, h2, h3]
    ring
  · simp only [show |(0 : ℝ) - 0| = 0 by norm_num, show |(0 : ℝ) - 1| = 1 by norm_num,
      show |(0 : ℝ) - 2| = 2 by norm_num, show |(0 : ℝ) - 3| = 3 by norm_num]
    ring
  · simp only [Nat.cast_ofNat, show |(3 : ℝ) - 0| = 3 by norm_num,
      show |(3 : ℝ) - 1| = 2 by norm_num, show |(3 : ℝ) - 2| = 1 by norm_num,
      show |(3 : ℝ) - 3| = 0 by norm_num]
    ring
  · intro k hk
    interval_cases k <;> norm_num [fourKnotSpline, absCube] <;>
      (try simp only [curv₁, curv₂, secondDiff, zero_add, Nat.reduceAdd]) <;> linarith

/-- The data 0, 0, 1, 7 at the knots 0, 1, 2, 3. -/
def steepData (k : ℕ) : ℝ := if k = 2 then 1 else if k = 3 then 7 else 0

/-- The data 0, 0, 1, 7 have positive second differences, yet their natural cubic spline is
not convex on [0, 3]. -/
theorem convex_data_nonconvex_spline :
    0 < secondDiff steepData 0 ∧ 0 < secondDiff steepData 1 ∧
      ¬ ConvexOn ℝ (Icc (0 : ℝ) 3) (fourKnotSpline steepData) := by
  have d0 : secondDiff steepData 0 = 1 := by norm_num [secondDiff, steepData]
  have d1 : secondDiff steepData 1 = 5 := by norm_num [secondDiff, steepData]
  refine ⟨by rw [d0]; norm_num, by rw [d1]; norm_num, fun hc => ?_⟩
  obtain ⟨v, m, h⟩ := isNaturalSpline_witness steepData
  have h2 := ((convex_iff_secondDiff h).1 hc).2
  rw [d0, d1] at h2
  linarith

end

end NaturalSplineConvexity
```

```lean
#print axioms NaturalSplineConvexity.convex_iff_secondDiff
#print axioms NaturalSplineConvexity.convex_data_nonconvex_spline
```

```
'NaturalSplineConvexity.convex_iff_secondDiff' depends on axioms: [propext, Classical.choice, Quot.sound]
'NaturalSplineConvexity.convex_data_nonconvex_spline' depends on axioms: [propext, Classical.choice, Quot.sound]
```

## From slopes and curvatures to the factor four

Write $v=s'$ for the slope and $m=s''$ for the curvature, and let $s_k,v_k,m_k$ be their values at knot $k$. On $[k,k+1]$ the spline is a cubic, so its curvature is linear. With $t=x-k$,

$$m(x)=(1-t)\,m_k+t\,m_{k+1}.$$

Integrating once and then again gives

$$v(x)=v_k+m_k t+\tfrac12(m_{k+1}-m_k)t^2,$$
$$s(x)=s_k+v_k t+\tfrac12 m_k t^2+\tfrac16(m_{k+1}-m_k)t^3.$$

Setting $t=1$ in the second line and solving for $v_k$, then setting $t=1$ in the first, yields

$$v_k=s_{k+1}-s_k-\tfrac13 m_k-\tfrac16 m_{k+1},\qquad
v_{k+1}=s_{k+1}-s_k+\tfrac16 m_k+\tfrac13 m_{k+1}.$$

At knot $k+1$ the slope computed from the left must equal the slope computed from the right:

$$y_{k+1}-y_k+\tfrac16 m_k+\tfrac13 m_{k+1}
=y_{k+2}-y_{k+1}-\tfrac13 m_{k+1}-\tfrac16 m_{k+2}.$$

Multiplying by 6 and collecting terms gives the three-moment equation, with $d_k=y_k-2y_{k+1}+y_{k+2}$:

$$m_k+4m_{k+1}+m_{k+2}=6d_k.$$

For four points the natural end conditions are $m_0=m_3=0$, which leaves

$$4m_1+m_2=6d_0,\qquad m_1+4m_2=6d_1,$$

and hence

$$m_1=\tfrac25(4d_0-d_1),\qquad m_2=\tfrac25(4d_1-d_0).$$

A twice differentiable function is convex on an interval exactly when its second derivative is nonnegative there. Since $m$ is linear between knots, it is nonnegative on $[0,3]$ exactly when $m_1\ge0$ and $m_2\ge0$. These are the two inequalities of the criterion. Together they also force $d_0,d_1\ge0$: they give $d_0\le4d_1\le16d_0$, and likewise for $d_1$. Positivity of the data's second differences is thus not needed as a hypothesis.

## A bulge in convex data

Take the values $0,0,1,7$. Then $d_0=1$ and $d_1=5$, so the data are convex, but $d_1>4d_0$. The formulas give $m_1=-\tfrac25$ and $m_2=\tfrac{38}{5}$. On the first interval $v_0=\tfrac1{15}$, and the spline is

$$s(x)=\frac{x-x^3}{15},\qquad 0\le x\le1.$$

It vanishes at both ends but equals $\tfrac1{40}$ at $x=\tfrac12$, above the chord joining the two data points. The steep rise at the right has bent the spline the wrong way at the left.

With three points, $n=2$, there is only one interior knot, and the three-moment equation reduces to $4m_1=6d_0$. The spline is then convex exactly when $d_0\ge0$, so convex data do give a convex spline. Four points are the fewest for which it can fail.

## How the spline and its convexity are stated

`IsNaturalSpline n y s v m` says that $s$ has derivative $v$ and $v$ has derivative $m$ at every real $x$, that $s$ is a cubic polynomial on each interval from $k$ to $k+1$ with $k<n$, that $m$ vanishes at $0$ and $n$, and that $s$ takes the value `y k` at each knot $k\le n$. The data are a sequence `y : ℕ → ℝ`, of which only the first $n+1$ entries matter. Derivatives are required outside $[0,n]$ too, but the cubic form is not.

`secondDiff y k` is $d_k$, centred at knot $k+1$. `ConvexOn ℝ (Icc (0 : ℝ) 3) s` is convexity in the chord sense on the closed interval. The main theorem, `convex_iff_secondDiff`, applies to every $s$ meeting the definition with $n=3$.

The end condition $m_0=m_3=0$ is a choice of boundary condition: in the picture of a thin elastic strip with small deflections, it means that no bending moment acts at the ends. Other end conditions, unequal spacing and noisy data are not covered, and the explicit criterion is for four points only.

The criterion carries over to any equal spacing, because shifting and rescaling the axis to the knots $0,1,2,3$ changes neither the data values nor the convexity of the spline. For an energy tabulated at four equally spaced bond lengths or volumes and interpolated in this way, a violated inequality means that the interpolant has a region of negative curvature, even if the tabulated values are convex. If the true curve is convex over the tabulated range, that negative curvature is an artefact of the interpolation. For a static energy $E(V)$, where the bulk modulus is $V\,E''(V)$, it would give a spurious negative bulk modulus in that region.

## How the proof follows the calculation

`deriv_eq_on_piece` says that two differentiable functions equal on a closed interval of positive length have equal derivatives there, end points included. `piece_formulas` applies it twice to a cubic piece, to read off first the slope and then the curvature, and obtains the formulas for $m$, $v_k$ and $v_{k+1}$ by algebra. `three_moment` uses them on two neighbouring intervals and equates the slopes at the shared knot; `linarith` does the elimination.

`convex_iff_knot_curvature` holds for any $n$. If $s$ is convex, the slope of a chord lies between the derivatives at its ends, so $v$ is increasing and its derivative $m$ is nonnegative at every knot. The case $n=0$, where the interval is a single point, is settled by the end condition. Conversely, if the knot curvatures are nonnegative, the proof locates $x$ between two knots with the floor function, and linear interpolation gives $m(x)\ge0$. `convex_iff_secondDiff` then combines this equivalence with the two moment equations.

`isNaturalSpline_witness` shows that every set of four values has a natural spline. Its explicit form, `fourKnotSpline`, is a straight line plus multiples of $|x-j|^3$ for $j=0,1,2,3$. The second derivative of $|x-j|^3$ is $6|x-j|$, whose slope jumps by $12$ at $j$; the coefficients, divided by $12$, are chosen to produce the slope changes of the piecewise linear curvature. The one delicate derivative is that of $(x-a)|x-a|$ at $x=a$, which `hasDerivAt_mul_abs` computes from the difference quotient.

Finally, `convex_data_nonconvex_spline` applies the criterion to this explicit spline for the data $0,0,1,7$: convexity would require $5\le4$.
